# Averaging PAW occupancies over a finite group of rotations with composing unit phases is an orthogonal projection onto the invariant families

Let a finite group $G$ permute a finite set of atoms, and let each atom $a$ carry a complex matrix $\rho(a)$ of projector augmented-wave (PAW) occupancies, with rows and columns indexed by partial-wave channels. Let $D$ be a real orthogonal representation of $G$ on the partial-wave channels, and let $\chi(g,a)$ be complex numbers of modulus one with $\chi(gh,a)=\chi(g,ha)\,\chi(h,a)$. Then

$$(g\cdot\rho)(ga)=\chi(g,a)\,D(g)\,\rho(a)\,D(g)^T$$

is a group action, and the average $P\rho=\frac{1}{|G|}\sum_g g\cdot\rho$ is idempotent, self-adjoint for the Frobenius product, and leaves $\rho$ unchanged exactly when every $g$ does.

In density-functional perturbation theory this is the algebra of symmetrising first-order occupancies over operations that leave the perturbation unchanged, here for a finite group of complex-linear operations and atoms that all have the same channels.

## Atoms, phases and rotations

```lean
import Mathlib

open Matrix

namespace PAWOccupancySymmetry

noncomputable section

variable {G A n : Type*} [Group G] [MulAction G A] [Fintype n] [DecidableEq n]
```

`G` is the group, `A` the set of atoms and `n` the finite set of channels. `MulAction G A` says that $G$ acts on the atoms, and `g • a` is the image atom $ga$. Neither `G` nor `A` is finite yet; theorems that need finiteness ask for it.

```lean
/-- Unit phases attached to a symmetry operation and an atom, which compose along
successive operations. -/
structure IsPhaseCocycle {G A : Type*} [Group G] [MulAction G A] (chi : G → A → ℂ) : Prop where
  unit : ∀ g a, ‖chi g a‖ = 1
  comp : ∀ g h a, chi (g * h) a = chi g (h • a) * chi h a
```

The structure bundles two conditions on $\chi$: `unit` is $|\chi(g,a)|=1$, and `comp` is the composition rule. In a response at nonzero wavevector, such a phase arises when an operation carries an atom into another unit cell. The rule is assumed here and not derived from a crystal. Phases that compose only up to a further factor depending on $g$ and $h$ do not satisfy it.

```lean
/-- The real matrix `D g`, acting on the partial-wave channels, read as a complex matrix. -/
def rot (D : G →* Matrix n n ℝ) (g : G) : Matrix n n ℂ :=
  Complex.ofRealHom.mapMatrix (D g)
```

The arrow `→*` denotes a map that respects products and the identity, so $D(gh)=D(g)D(h)$ and $D(1)=1$. `rot D g` is the same matrix with its real entries read as complex numbers. Real matrices suit real spherical harmonics. Since $D(g)$ does not depend on the atom, all atoms share one set of channels.

```lean
/-- The transformation of a family of occupancy matrices by the operation `g`: the matrix of
each atom is rotated, multiplied by a phase and carried to the image atom. -/
def act (D : G →* Matrix n n ℝ) (chi : G → A → ℂ) (g : G) :
    (A → Matrix n n ℂ) →ₗ[ℂ] (A → Matrix n n ℂ) where
  toFun ρ b := chi g (g⁻¹ • b) • (rot D g * ρ (g⁻¹ • b) * (rot D g)ᵀ)
  map_add' ρ σ := by
    funext b
    simp only [Pi.add_apply, Matrix.mul_add, Matrix.add_mul, smul_add]
  map_smul' c ρ := by
    funext b
    simp only [Pi.smul_apply, Matrix.mul_smul, Matrix.smul_mul, RingHom.id_apply]
    exact smul_comm _ _ _
```

A family of occupancies is a function `A → Matrix n n ℂ`, and `act D chi g` is a complex-linear map on such families. It is defined by its value at the target atom $b$, whose source is $g^{-1}b$:

$$(g\cdot\rho)(b)=\chi(g,g^{-1}b)\,D(g)\,\rho(g^{-1}b)\,D(g)^T.$$

The other two fields prove linearity. Time reversal, which involves complex conjugation, is therefore not among these operations, and spin rotations are not modelled. The matrices $\rho(a)$ need not be Hermitian.

```lean
/-- The Frobenius product of two families of occupancy matrices, summed over atoms. -/
def frob [Fintype A] (ρ σ : A → Matrix n n ℂ) : ℂ :=
  ∑ a, Matrix.trace ((ρ a)ᴴ * σ a)
```

This is $\langle\rho,\sigma\rangle=\sum_a \mathrm{tr}\,(\rho(a)^\dagger\sigma(a))$, conjugate-linear in the first argument. Lean writes the adjoint as `ᴴ` and the transpose as `ᵀ`.

```lean
/-- The average of a family of occupancy matrices over all symmetry operations. -/
def average [Fintype G] (D : G →* Matrix n n ℝ) (chi : G → A → ℂ)
    (ρ : A → Matrix n n ℂ) : A → Matrix n n ℂ :=
  (Fintype.card G : ℂ)⁻¹ • ∑ g, act D chi g ρ
```

This is $P\rho$, with equal weight for every operation.

## The group law and the phase rule

```lean
/-- An orthogonal rotation of the channels stays orthogonal when read as a complex matrix. -/
theorem rot_orthogonal (D : G →* Matrix n n ℝ) (hD : ∀ g, D g * (D g)ᵀ = 1) (g : G) :
    rot D g * (rot D g)ᵀ = 1 ∧ (rot D g)ᵀ * rot D g = 1 := by
  have h : rot D g * (rot D g)ᵀ = 1 := by
    have h2 : Complex.ofRealHom.mapMatrix (D g * (D g)ᵀ)
        = Complex.ofRealHom.mapMatrix (1 : Matrix n n ℝ) := by rw [hD g]
    rw [map_mul, map_one] at h2
    exact h2
  exact ⟨h, mul_eq_one_comm.mp h⟩
```

The hypothesis `hD` says $D(g)D(g)^T=1$ for real matrices. Applying the embedding into complex matrices to both sides gives the same equation there. For square matrices a one-sided inverse is two-sided, which yields $D(g)^TD(g)=1$ as well.

```lean
/-- The transformed occupancy on the image atom `g a` is
`chi(g,a) D(g) ρ(a) D(g)ᵀ`. -/
theorem act_apply (D : G →* Matrix n n ℝ) (chi : G → A → ℂ) (g : G)
    (ρ : A → Matrix n n ℂ) (a : A) :
    act D chi g ρ (g • a) = chi g a • (rot D g * ρ a * (rot D g)ᵀ) := by
  change chi g (g⁻¹ • g • a) • (rot D g * ρ (g⁻¹ • g • a) * (rot D g)ᵀ) = _
  rw [inv_smul_smul]
```

Setting $b=ga$ in the definition and using $g^{-1}ga=a$ recovers the formula of the opening paragraph. Later proofs use this form.

```lean
/-- With composing unit phases, the identity operation changes nothing and the product of two
operations acts as one after the other. -/
theorem act_isAction (D : G →* Matrix n n ℝ) {chi : G → A → ℂ} (hchi : IsPhaseCocycle chi) :
    (∀ ρ, act D chi 1 ρ = ρ) ∧
      ∀ g h ρ, act D chi (g * h) ρ = act D chi g (act D chi h ρ) := by
  constructor
  · intro ρ
    funext b
    -- the phase of the identity is nonzero and equal to its own square
    have hne : chi 1 b ≠ 0 := by
      intro h0
      have h1 := hchi.unit 1 b
      rw [h0, norm_zero] at h1
      exact zero_ne_one h1
    have hsq := hchi.comp 1 1 b
    rw [mul_one, one_smul] at hsq
    have hone : chi 1 b = 1 := mul_right_cancel₀ hne (by rw [one_mul]; exact hsq.symm)
    have hrot : rot D 1 = 1 := by simp only [rot, map_one]
    have h := act_apply D chi 1 ρ b
    rw [one_smul G b] at h
    rw [h, hone, hrot, Matrix.transpose_one, Matrix.one_mul, Matrix.mul_one, one_smul]
  · intro g h ρ
    funext b
    obtain ⟨a, rfl⟩ : ∃ a, (g * h) • a = b := ⟨(g * h)⁻¹ • b, smul_inv_smul _ _⟩
    have hrot : rot D (g * h) = rot D g * rot D h := by simp only [rot, map_mul]
    rw [act_apply, mul_smul g h a, act_apply, act_apply, hchi.comp, hrot,
      Matrix.transpose_mul]
    simp only [Matrix.mul_smul, Matrix.smul_mul, smul_smul, Matrix.mul_assoc]
```

For the identity operation, the composition rule gives $\chi(1,b)=\chi(1,b)^2$. A number of modulus one is nonzero, so $\chi(1,b)=1$. With $D(1)=1$ this gives $1\cdot\rho=\rho$.

For a product, evaluate at $(gh)a$:

$$\chi(gh,a)\,D(gh)\rho(a)D(gh)^T=\chi(g,ha)\chi(h,a)\,D(g)D(h)\rho(a)D(h)^TD(g)^T.$$

The right side is $(g\cdot(h\cdot\rho))(g(ha))$. In Lean, `funext b` reduces equality of families to equality at each atom, `obtain` writes that atom as $(gh)a$, and the `rw` line substitutes the formulas. Orthogonality is not needed here.

```lean
/-- For orthogonal matrices `D g` on at least one channel, if the transformations of occupancies
compose like the operations, then the phases obey the composition rule. -/
theorem phase_rule_of_action [Nonempty n] (D : G →* Matrix n n ℝ)
    (hD : ∀ g, D g * (D g)ᵀ = 1) (chi : G → A → ℂ)
    (H : ∀ g h ρ, act D chi (g * h) ρ = act D chi g (act D chi h ρ)) (g h : G) (a : A) :
    chi (g * h) a = chi g (h • a) * chi h a := by
  -- test on the family of unit matrices
  have e := congrFun (H g h (fun _ => 1)) ((g * h) • a)
  rw [act_apply, mul_smul g h a, act_apply, act_apply] at e
  simp only [Matrix.mul_one, Matrix.mul_smul, Matrix.smul_mul,
    (rot_orthogonal D hD _).1, smul_smul] at e
  obtain ⟨i⟩ := ‹Nonempty n›
  simpa using congrFun (congrFun e i) i
```

Conversely, suppose the transformations compose. Take the unit matrix on every atom and evaluate at $(gh)a$. Orthogonality removes all rotations, leaving

$$\chi(gh,a)\,1=\chi(g,ha)\,\chi(h,a)\,1.$$

Any diagonal entry gives the rule. `Nonempty n` supplies a channel from which to read it.

## Preserving the Frobenius product

```lean
/-- Every symmetry operation preserves the Frobenius product of occupancy families. -/
theorem frob_act [Fintype A] (D : G →* Matrix n n ℝ) (hD : ∀ g, D g * (D g)ᵀ = 1)
    {chi : G → A → ℂ} (hchi : IsPhaseCocycle chi) (g : G) (ρ σ : A → Matrix n n ℂ) :
    frob (act D chi g ρ) (act D chi g σ) = frob ρ σ := by
  refine (Equiv.sum_comp (MulAction.toPerm g)
    (fun b => Matrix.trace ((act D chi g ρ b)ᴴ * act D chi g σ b))).symm.trans ?_
  refine Finset.sum_congr rfl fun a _ => ?_
  change Matrix.trace ((act D chi g ρ (g • a))ᴴ * act D chi g σ (g • a)) = _
  have hR : (rot D g)ᴴ = (rot D g)ᵀ := by ext i j; simp [rot]
  have hR' : ((rot D g)ᵀ)ᴴ = rot D g := by ext i j; simp [rot]
  have hc : chi g a * star (chi g a) = 1 := by
    rw [Complex.star_def, Complex.mul_conj, Complex.normSq_eq_norm_sq, hchi.unit]
    simp
  have ho := (rot_orthogonal D hD g).2
  -- the phases cancel, and so do the two inner rotations
  have e : rot D g * ((ρ a)ᴴ * (rot D g)ᵀ) * (rot D g * σ a * (rot D g)ᵀ)
      = rot D g * ((ρ a)ᴴ * σ a) * (rot D g)ᵀ := by
    calc _ = rot D g * (ρ a)ᴴ * ((rot D g)ᵀ * rot D g) * σ a * (rot D g)ᵀ := by
          simp only [Matrix.mul_assoc]
      _ = _ := by rw [ho]; simp only [Matrix.mul_one, Matrix.mul_assoc]
  rw [act_apply, act_apply, conjTranspose_smul, conjTranspose_mul, conjTranspose_mul, hR, hR',
    Matrix.mul_smul, Matrix.smul_mul, smul_smul, hc, one_smul, e, Matrix.trace_mul_cycle, ho,
    Matrix.one_mul]
```

As $a$ runs over all atoms, so does $ga$. Hence $\langle g\cdot\rho,g\cdot\sigma\rangle$ may be summed over image atoms, and each term is

$$|\chi(g,a)|^2\,\mathrm{tr}\bigl(D\rho(a)^\dagger D^TD\,\sigma(a)D^T\bigr)=\mathrm{tr}\bigl(\rho(a)^\dagger\sigma(a)\bigr),\qquad D=D(g).$$

The inner pair $D^TD$ cancels first, and cyclicity of the trace then brings the outer pair together. In the code, `hc` is the cancellation of phases, `e` removes the inner rotations, and `Matrix.trace_mul_cycle` moves the last factor to the front.

## The average

```lean
/-- The group average of any occupancy family is invariant under every operation. -/
theorem act_average [Fintype G] (D : G →* Matrix n n ℝ) {chi : G → A → ℂ}
    (hchi : IsPhaseCocycle chi) (g : G) (ρ : A → Matrix n n ℂ) :
    act D chi g (average D chi ρ) = average D chi ρ := by
  unfold average
  rw [map_smul, map_sum]
  congr 1
  simp only [← (act_isAction D hchi).2]
  exact Equiv.sum_comp (Equiv.mulLeft g) (fun h => act D chi h ρ)
```

By linearity and the group law,

$$g\cdot P\rho=\frac1{|G|}\sum_h (gh)\cdot\rho=\frac1{|G|}\sum_{h'}h'\cdot\rho=P\rho.$$

The middle step relabels $h'=gh$, and the proof turns on the Mathlib lemma that licenses it, `Equiv.sum_comp`. An `Equiv` is a bijection packaged with its inverse. For a bijection $e$ between finite sets, the lemma states $\sum_i f(e(i))=\sum_j f(j)$. Here $e$ is `Equiv.mulLeft g`, left multiplication by $g$. The previous theorem used the same lemma with `MulAction.toPerm g`, the permutation of atoms, and the next one uses it with `Equiv.inv G`, inversion in the group.

```lean
/-- The group average of PAW occupancies is idempotent, self-adjoint for the Frobenius product,
and fixes exactly the occupancy families invariant under all operations. -/
theorem average_isProjection [Fintype G] [Fintype A] (D : G →* Matrix n n ℝ)
    (hD : ∀ g, D g * (D g)ᵀ = 1) {chi : G → A → ℂ} (hchi : IsPhaseCocycle chi) :
    (∀ ρ, average D chi (average D chi ρ) = average D chi ρ) ∧
    (∀ ρ σ, frob (average D chi ρ) σ = frob ρ (average D chi σ)) ∧
    (∀ ρ, average D chi ρ = ρ ↔ ∀ g, act D chi g ρ = ρ) := by
  have hfix : ∀ ρ, (∀ g, act D chi g ρ = ρ) → average D chi ρ = ρ := by
    intro ρ h
    have hcard : (Fintype.card G : ℂ) ≠ 0 := Nat.cast_ne_zero.mpr Fintype.card_ne_zero
    unfold average
    simp only [h, Finset.sum_const, Finset.card_univ]
    rw [← Nat.cast_smul_eq_nsmul ℂ, smul_smul, inv_mul_cancel₀ hcard, one_smul]
  refine ⟨fun ρ => hfix _ fun g => act_average D hchi g ρ, fun ρ σ => ?_,
    fun ρ => ⟨fun h g => ?_, hfix ρ⟩⟩
  · -- the adjoint of an operation is its inverse
    have hadj : ∀ g, frob (act D chi g ρ) σ = frob ρ (act D chi g⁻¹ σ) := by
      intro g
      rw [← frob_act D hD hchi g ρ (act D chi g⁻¹ σ), ← (act_isAction D hchi).2,
        mul_inv_cancel, (act_isAction D hchi).1]
    have hl : frob (average D chi ρ) σ
        = (Fintype.card G : ℂ)⁻¹ * ∑ g, frob (act D chi g ρ) σ := by
      simp only [frob, average, Pi.smul_apply, Finset.sum_apply, conjTranspose_smul,
        conjTranspose_sum, Matrix.smul_mul, Matrix.sum_mul, Matrix.trace_smul,
        Matrix.trace_sum, smul_eq_mul, ← Finset.mul_sum, star_inv₀, star_natCast]
      rw [Finset.sum_comm]
    have hr : frob ρ (average D chi σ)
        = (Fintype.card G : ℂ)⁻¹ * ∑ g, frob ρ (act D chi g σ) := by
      simp only [frob, average, Pi.smul_apply, Finset.sum_apply, Matrix.mul_smul,
        Matrix.mul_sum, Matrix.trace_smul, Matrix.trace_sum, smul_eq_mul]
      rw [← Finset.mul_sum, Finset.sum_comm]
    rw [hl, hr]
    simp only [hadj]
    congr 1
    exact Equiv.sum_comp (Equiv.inv G) (fun g => frob ρ (act D chi g σ))
  · rw [← h]
    exact act_average D hchi g ρ
```

The three lines joined by `∧` are the three properties of $P$.

- **Fixed families.** If $g\cdot\rho=\rho$ for all $g$, the average consists of $|G|$ equal terms divided by $|G|$, so $P\rho=\rho$; this is `hfix`. Conversely, if $P\rho=\rho$, then $g\cdot\rho=g\cdot P\rho=P\rho=\rho$.
- **Idempotency.** $P\rho$ is invariant by the previous theorem, so `hfix` gives $P(P\rho)=P\rho$.
- **Self-adjointness.** Since operations preserve the product, $\langle g\cdot\rho,\sigma\rangle=\langle g\cdot\rho,\,g\cdot(g^{-1}\cdot\sigma)\rangle=\langle\rho,g^{-1}\cdot\sigma\rangle$, which is `hadj`. Summing over $g$ and relabelling $g^{-1}$ as $g$ gives $\langle P\rho,\sigma\rangle=\langle\rho,P\sigma\rangle$.

The steps `hl` and `hr` take the average out of each argument of the product. The prefactor $1/|G|$ is real, so conjugation in the first argument leaves it unchanged.

Take one atom and one channel. Then $D(g)=\pm1$ cancels from $D\rho D^T$, and

$$P\rho=\Bigl(\frac1{|G|}\sum_g\chi(g)\Bigr)\rho.$$

The composition rule makes $\chi$ a one-dimensional character. The bracket is $1$ if all phases equal $1$, and $0$ otherwise: the average keeps the occupancy or removes it entirely.

## A trace forced to vanish

```lean
/-- Selection rule: if an operation fixes an atom with a phase other than one, an occupancy
family invariant under it has zero trace on that atom. -/
theorem trace_eq_zero_of_phase (D : G →* Matrix n n ℝ) (hD : ∀ g, D g * (D g)ᵀ = 1)
    (chi : G → A → ℂ) (g : G) (a : A) (ha : g • a = a) (hphase : chi g a ≠ 1)
    (ρ : A → Matrix n n ℂ) (hρ : act D chi g ρ = ρ) : Matrix.trace (ρ a) = 0 := by
  have h := act_apply D chi g ρ a
  rw [hρ, ha] at h
  have t := congrArg Matrix.trace h
  rw [Matrix.trace_smul, Matrix.trace_mul_cycle, (rot_orthogonal D hD g).2, Matrix.one_mul,
    smul_eq_mul] at t
  have hz : (chi g a - 1) * Matrix.trace (ρ a) = 0 := by linear_combination -t
  exact (mul_eq_zero.mp hz).resolve_left (sub_ne_zero.mpr hphase)
```

If $ga=a$ and $g\cdot\rho=\rho$, taking the trace of the transformation formula gives $\mathrm{tr}\,\rho(a)=\chi(g,a)\,\mathrm{tr}\,\rho(a)$. When $\chi(g,a)\neq1$, the trace must be zero. Other parts of $\rho(a)$ may survive. The theorem needs invariance under this one operation only, and does not use the composition rule.

## A mirror that exchanges two atoms

```lean
/-- The representation of the two-element group `ℤˣ` on two channels in which `-1` acts as a mirror,
reversing the sign of the second channel. -/
def mirrorD : ℤˣ →* Matrix (Fin 2) (Fin 2) ℝ where
  toFun u := !![1, 0; 0, ((u : ℤ) : ℝ)]
  map_one' := by
    ext i j
    fin_cases i <;> fin_cases j <;> simp
  map_mul' u v := by
    ext i j
    fin_cases i <;> fin_cases j <;> simp [Matrix.mul_apply, Fin.sum_univ_succ]
```

`ℤˣ` is the group of invertible integers, $\{1,-1\}$. The element $-1$ is the mirror $m$, represented by $S=\mathrm{diag}(1,-1)$, as for an $s$ channel and a $p$ channel along the mirror normal. The two `map` fields check the representation property entry by entry.

```lean
/-- The phase of an operation in `ℤˣ` on either of two atoms labelled `1` and `-1`: the sign of the
operation. -/
def mirrorPhase : ℤˣ → ℤˣ → ℂ := fun u _ => ((u : ℤ) : ℂ)
```

The same two-element set also labels the atoms, on which the group acts by multiplication. The phase is $1$ for the identity and $-1$ for the mirror, whichever atom it acts on.

```lean
/-- The matrices `mirrorD g` are orthogonal, the phases `mirrorPhase` are composing unit phases, and
the operation `-1` sends atom `1` to atom `-1` with phase `-1`. -/
theorem mirror_witness :
    (∀ g, mirrorD g * (mirrorD g)ᵀ = 1) ∧ IsPhaseCocycle mirrorPhase ∧
      (-1 : ℤˣ) • (1 : ℤˣ) = -1 ∧ mirrorPhase (-1) 1 = -1 := by
  refine ⟨fun g => ?_, ⟨fun g a => ?_, fun g h a => ?_⟩, ?_, ?_⟩
  · rcases Int.units_eq_one_or g with rfl | rfl <;> ext i j <;> fin_cases i <;>
      fin_cases j <;> simp [mirrorD, Matrix.mul_apply, Fin.sum_univ_succ]
  · rcases Int.units_eq_one_or g with rfl | rfl <;> simp [mirrorPhase]
  · simp [mirrorPhase]
  · simp
  · simp [mirrorPhase]

end

end PAWOccupancySymmetry
```

The theorem confirms that this example satisfies the hypotheses on $D$ and $\chi$, that the mirror sends atom $1$ to atom $-1$, and that its phase there is $-1$. The case split `Int.units_eq_one_or` reduces the orthogonality and modulus checks to the two group elements.

Written out for this example, the average is

$$(P\rho)(1)=\tfrac12\bigl(\rho(1)-S\rho(-1)S\bigr),\qquad (P\rho)(-1)=\tfrac12\bigl(\rho(-1)-S\rho(1)S\bigr).$$

An invariant family therefore has opposite traces on the two atoms. Neither trace has to vanish, because the mirror fixes neither atom.

```lean
#print axioms PAWOccupancySymmetry.phase_rule_of_action
#print axioms PAWOccupancySymmetry.average_isProjection
#print axioms PAWOccupancySymmetry.trace_eq_zero_of_phase
```

```
'PAWOccupancySymmetry.phase_rule_of_action' depends on axioms: [propext, Classical.choice, Quot.sound]
'PAWOccupancySymmetry.average_isProjection' depends on axioms: [propext, Classical.choice, Quot.sound]
'PAWOccupancySymmetry.trace_eq_zero_of_phase' depends on axioms: [propext, Classical.choice, Quot.sound]
```
